# Centre-of-mass separation for product wave functions of two particles on a line

Two atoms of a diatomic molecule move along a line, and their potential energy depends only on their separation. The molecule can drift as a whole while its bond vibrates, yet the kinetic energy is written in the positions of the individual atoms. Does it couple the drift to the vibration?

Let the masses be \(m_1,m_2>0\) and the positions \(x_1,x_2\). Put
\[
M=m_1+m_2,\quad \mu=\frac{m_1m_2}{M},\quad X=\frac{m_1x_1+m_2x_2}{M},\quad x=x_1-x_2 .
\]
For twice differentiable \(f,g:\mathbb R\to\mathbb C\), the product \(\psi(x_1,x_2)=f(X)\,g(x)\) satisfies
\[
\frac1{m_1}\partial_1^2\psi+\frac1{m_2}\partial_2^2\psi=\frac{f''(X)g(x)}{M}+\frac{f(X)g''(x)}{\mu}.
\]

## Cancellation of the mixed terms

Since \(\partial_1X=m_1/M\), \(\partial_2X=m_2/M\), \(\partial_1x=1\) and \(\partial_2x=-1\), the first derivatives are
\[
\partial_1\psi=\frac{m_1}{M}f'g+fg',\qquad \partial_2\psi=\frac{m_2}{M}f'g-fg'.
\]
Differentiating again gives
\[
\partial_1^2\psi=\frac{m_1^2}{M^2}f''g+\frac{2m_1}{M}f'g'+fg'',\qquad
\partial_2^2\psi=\frac{m_2^2}{M^2}f''g-\frac{2m_2}{M}f'g'+fg''.
\]
Divide by the masses and add. The coefficient of \(f''g\) is \((m_1+m_2)/M^2=1/M\), that of \(f'g'\) is \(2/M-2/M=0\), and that of \(fg''\) is \(1/m_1+1/m_2=1/\mu\).

## Separation of the energy

Multiply by \(-\hbar^2/2\) and add \(V(x)\psi\). With \(h_{\rm cm}=-\frac{\hbar^2}{2M}\frac{d^2}{dX^2}\) and \(h_{\rm rel}=-\frac{\hbar^2}{2\mu}\frac{d^2}{dx^2}+V\), the two-body Hamiltonian \(H\) acts as
\[
H\psi=(h_{\rm cm}f)\,g+f\,(h_{\rm rel}g).
\]

Suppose \(H\psi=E\psi\) everywhere, with neither \(f\) nor \(g\) identically zero. Any pair \((X,x)\) is reached by \(x_1=X+\frac{m_2}{M}x\), \(x_2=X-\frac{m_1}{M}x\), so
\[
(h_{\rm cm}f)(X)\,g(x)+f(X)\,(h_{\rm rel}g)(x)=E\,f(X)g(x)
\]
for all \(X\) and \(x\) independently. Choose \(x_0\) with \(g(x_0)\ne0\) and set \(q=(h_{\rm rel}g)(x_0)/g(x_0)\). Putting \(x=x_0\) and dividing by \(g(x_0)\) gives \(h_{\rm cm}f=(E-q)f\). Insert this at a point \(X_0\) with \(f(X_0)\ne0\) and divide by \(f(X_0)\): \(h_{\rm rel}g=qg\). Conversely, if the one-body equations hold with energies adding to \(E\), the formula for \(H\psi\) gives \(H\psi=E\psi\).

For this one-dimensional model with no external field, the result justifies treating the vibration of a diatomic molecule as the motion of one particle of mass \(\mu\).

## Wave functions and Hamiltonians in Lean

```lean
import Mathlib

noncomputable section

namespace CentreOfMassSeparation
```

The regularity condition asks that the function and its first derivative be differentiable; the second derivative need not be continuous.

```lean
/-- A wave function on the line that is twice differentiable. -/
def TwiceDifferentiable (f : ℝ → ℂ) : Prop :=
  Differentiable ℝ f ∧ Differentiable ℝ (deriv f)
```

The centre of mass, the reduced mass and the product wave function follow the formulas above.

```lean
/-- The centre of mass of two particles on a line. -/
def com (m₁ m₂ x₁ x₂ : ℝ) : ℝ := (m₁ * x₁ + m₂ * x₂) / (m₁ + m₂)

/-- The reduced mass of two particles. -/
def reducedMass (m₁ m₂ : ℝ) : ℝ := m₁ * m₂ / (m₁ + m₂)

/-- The product of a function of the centre of mass and a function of the separation. -/
def productState (m₁ m₂ : ℝ) (f g : ℝ → ℂ) (x₁ x₂ : ℝ) : ℂ :=
  f (com m₁ m₂ x₁ x₂) * g (x₁ - x₂)
```

The mass-weighted Laplacian is defined for any two-particle function: each term holds one position fixed and differentiates twice in the other.

```lean
/-- The mass-weighted Laplacian `(1/m₁) ∂₁² ψ + (1/m₂) ∂₂² ψ`. -/
def massLaplacian (m₁ m₂ : ℝ) (ψ : ℝ → ℝ → ℂ) (x₁ x₂ : ℝ) : ℂ :=
  1 / (m₁ : ℂ) * deriv (deriv (fun t => ψ t x₂)) x₁ +
    1 / (m₂ : ℂ) * deriv (deriv (fun t => ψ x₁ t)) x₂
```

The Hamiltonians are differential expressions evaluated at points, not operators on a Hilbert space. The potential is an arbitrary real function, and `ħ` is a real parameter.

```lean
/-- The Hamiltonian of one particle of mass `m` in the potential `V`. -/
def oneBodyHamiltonian (ħ m : ℝ) (V : ℝ → ℝ) (φ : ℝ → ℂ) (x : ℝ) : ℂ :=
  -((ħ : ℂ) ^ 2 / (2 * (m : ℂ))) * deriv (deriv φ) x + (V x : ℂ) * φ x

/-- The Hamiltonian of two particles whose potential energy depends on their separation. -/
def twoBodyHamiltonian (ħ m₁ m₂ : ℝ) (V : ℝ → ℝ) (ψ : ℝ → ℝ → ℂ) (x₁ x₂ : ℝ) : ℂ :=
  -((ħ : ℂ) ^ 2 / 2) * massLaplacian m₁ m₂ ψ x₁ x₂ + (V (x₁ - x₂) : ℂ) * ψ x₁ x₂
```

## Derivatives of the product

Along either particle's coordinate, both \(X\) and \(x\) are affine functions. The first lemma is the chain rule for such an argument.

```lean
/-- The chain rule for a wave function evaluated at a linear function of a coordinate. -/
theorem hasDerivAt_affine {f : ℝ → ℂ} (hf : Differentiable ℝ f) (a b s : ℝ) :
    HasDerivAt (fun t : ℝ => f (a * t + b)) ((a : ℂ) * deriv f (a * s + b)) s := by
  have h : HasDerivAt (fun t : ℝ => a * t + b) a s :=
    (((hasDerivAt_id' s).const_mul a).add_const b).congr_deriv (mul_one a)
  have h2 := HasDerivAt.scomp s (h := fun t : ℝ => a * t + b)
    (hf (a * s + b)).hasDerivAt h
  exact h2.congr_deriv (by rw [Complex.real_smul])
```

The next applies the product rule twice, keeping the mixed term \(2ac\,f'g'\).

```lean
/-- The second derivative of a product of two functions of linear arguments,
including its mixed term. -/
theorem second_deriv_product {f g : ℝ → ℂ} (hf : TwiceDifferentiable f)
    (hg : TwiceDifferentiable g) (a b c d s : ℝ) :
    deriv (deriv (fun t : ℝ => f (a * t + b) * g (c * t + d))) s =
      (a : ℂ) ^ 2 * deriv (deriv f) (a * s + b) * g (c * s + d) +
      2 * a * c * deriv f (a * s + b) * deriv g (c * s + d) +
      (c : ℂ) ^ 2 * f (a * s + b) * deriv (deriv g) (c * s + d) := by
  have h1 : deriv (fun t : ℝ => f (a * t + b) * g (c * t + d)) =
      fun t : ℝ => ((a : ℂ) * deriv f (a * t + b)) * g (c * t + d) +
        f (a * t + b) * ((c : ℂ) * deriv g (c * t + d)) :=
    funext fun t =>
      ((hasDerivAt_affine hf.1 a b t).fun_mul (hasDerivAt_affine hg.1 c d t)).deriv
  rw [h1]
  -- differentiate each of the two terms once more
  have h2 := (((hasDerivAt_affine hf.2 a b s).const_mul (a : ℂ)).fun_mul
    (hasDerivAt_affine hg.1 c d s)).fun_add
    ((hasDerivAt_affine hf.1 a b s).fun_mul
      ((hasDerivAt_affine hg.2 c d s).const_mul (c : ℂ)))
  refine h2.deriv.trans ?_
  ring
```

For the first particle the slopes are \(m_1/M\) and \(1\). The equations `hX` and `hx` put the arguments in affine form, so that the general lemma applies.

```lean
/-- The second derivative of the product state in the position of the first particle. -/
theorem second_deriv_first {f g : ℝ → ℂ} (hf : TwiceDifferentiable f)
    (hg : TwiceDifferentiable g) (m₁ m₂ x₁ x₂ : ℝ) :
    deriv (deriv (fun t => productState m₁ m₂ f g t x₂)) x₁ =
      ((m₁ : ℂ) / (m₁ + m₂)) ^ 2 * deriv (deriv f) (com m₁ m₂ x₁ x₂) * g (x₁ - x₂) +
      2 * ((m₁ : ℂ) / (m₁ + m₂)) * deriv f (com m₁ m₂ x₁ x₂) * deriv g (x₁ - x₂) +
      f (com m₁ m₂ x₁ x₂) * deriv (deriv g) (x₁ - x₂) := by
  have hX : ∀ t, com m₁ m₂ t x₂ = m₁ / (m₁ + m₂) * t + m₂ * x₂ / (m₁ + m₂) := by
    intro t; unfold com; ring
  have hx : ∀ t : ℝ, t - x₂ = 1 * t + -x₂ := by intro t; ring
  simp only [productState, hX, hx]
  rw [second_deriv_product hf hg]
  push_cast
  ring
```

For the second particle the slope of the separation is \(-1\), which reverses the sign of the mixed term.

```lean
/-- The second derivative of the product state in the position of the second particle;
its mixed term has a negative coefficient for positive masses. -/
theorem second_deriv_second {f g : ℝ → ℂ} (hf : TwiceDifferentiable f)
    (hg : TwiceDifferentiable g) (m₁ m₂ x₁ x₂ : ℝ) :
    deriv (deriv (fun t => productState m₁ m₂ f g x₁ t)) x₂ =
      ((m₂ : ℂ) / (m₁ + m₂)) ^ 2 * deriv (deriv f) (com m₁ m₂ x₁ x₂) * g (x₁ - x₂) -
      2 * ((m₂ : ℂ) / (m₁ + m₂)) * deriv f (com m₁ m₂ x₁ x₂) * deriv g (x₁ - x₂) +
      f (com m₁ m₂ x₁ x₂) * deriv (deriv g) (x₁ - x₂) := by
  have hX : ∀ t, com m₁ m₂ x₁ t = m₂ / (m₁ + m₂) * t + m₁ * x₁ / (m₁ + m₂) := by
    intro t; unfold com; ring
  have hx : ∀ t : ℝ, x₁ - t = (-1) * t + x₁ := by intro t; ring
  simp only [productState, hX, hx]
  rw [second_deriv_product hf hg]
  push_cast
  ring
```

The main identity substitutes both second derivatives. The `generalize` steps replace the function values by plain symbols; `field_simp` and `ring` then carry out the addition of coefficients, using that the masses and their sum are nonzero.

```lean
/-- On a product state the mass-weighted Laplacian is `f''(X) g(x) / M + f(X) g''(x) / μ`,
with total mass `M`, reduced mass `μ` and no mixed term. -/
theorem massLaplacian_productState {f g : ℝ → ℂ} (hf : TwiceDifferentiable f)
    (hg : TwiceDifferentiable g) {m₁ m₂ : ℝ} (h₁ : 0 < m₁) (h₂ : 0 < m₂) (x₁ x₂ : ℝ) :
    massLaplacian m₁ m₂ (productState m₁ m₂ f g) x₁ x₂ =
      deriv (deriv f) (com m₁ m₂ x₁ x₂) * g (x₁ - x₂) / ((m₁ + m₂ : ℝ) : ℂ) +
      f (com m₁ m₂ x₁ x₂) * deriv (deriv g) (x₁ - x₂) / (reducedMass m₁ m₂ : ℂ) := by
  have c₁ : (m₁ : ℂ) ≠ 0 := Complex.ofReal_ne_zero.mpr h₁.ne'
  have c₂ : (m₂ : ℂ) ≠ 0 := Complex.ofReal_ne_zero.mpr h₂.ne'
  have cM : (m₁ : ℂ) + m₂ ≠ 0 := by
    rw [← Complex.ofReal_add]
    exact Complex.ofReal_ne_zero.mpr (add_pos h₁ h₂).ne'
  unfold massLaplacian
  rw [second_deriv_first hf hg, second_deriv_second hf hg]
  -- what remains is algebra in the masses
  generalize deriv (deriv f) (com m₁ m₂ x₁ x₂) = f2
  generalize deriv f (com m₁ m₂ x₁ x₂) = f1
  generalize f (com m₁ m₂ x₁ x₂) = f0
  generalize deriv (deriv g) (x₁ - x₂) = g2
  generalize deriv g (x₁ - x₂) = g1
  generalize g (x₁ - x₂) = g0
  unfold reducedMass
  push_cast
  field_simp
  ring
```

## The stationary equation

Adding the potential splits the Hamiltonian. The zero potential in the term for `f` expresses free motion of the centre of mass.

```lean
/-- On a product state the two-body Hamiltonian is a free Hamiltonian of the total mass
acting on `f` plus a Hamiltonian of the reduced mass in the potential `V` acting on `g`. -/
theorem twoBodyHamiltonian_productState {f g : ℝ → ℂ} (hf : TwiceDifferentiable f)
    (hg : TwiceDifferentiable g) {m₁ m₂ : ℝ} (h₁ : 0 < m₁) (h₂ : 0 < m₂)
    (ħ : ℝ) (V : ℝ → ℝ) (x₁ x₂ : ℝ) :
    twoBodyHamiltonian ħ m₁ m₂ V (productState m₁ m₂ f g) x₁ x₂ =
      oneBodyHamiltonian ħ (m₁ + m₂) (fun _ => 0) f (com m₁ m₂ x₁ x₂) * g (x₁ - x₂) +
      f (com m₁ m₂ x₁ x₂) *
        oneBodyHamiltonian ħ (reducedMass m₁ m₂) V g (x₁ - x₂) := by
  unfold twoBodyHamiltonian
  rw [massLaplacian_productState hf hg h₁ h₂]
  unfold oneBodyHamiltonian productState
  rw [Complex.ofReal_zero]
  ring
```

The last theorem is the equivalence for stationary states. The hypotheses `hf0` and `hg0` say that neither factor vanishes identically. The energies are complex numbers, and neither normalisability nor boundary conditions are imposed, so plane waves are allowed for `f`. The theorem concerns product solutions only; it does not say that every solution is a product.

In the proof, `key` is the equation at independent \(X\) and \(x\), `q` is the separation constant, and `hA` is the centre-of-mass equation. The two cancellation steps are the divisions by \(g(x_0)\) and \(f(X_0)\).

```lean
/-- A nonzero product state solves the two-body stationary Schrödinger equation with energy `E`
exactly when its factors solve the centre-of-mass and relative equations with energies
that add up to `E`. -/
theorem schrodinger_separation {f g : ℝ → ℂ} (hf : TwiceDifferentiable f)
    (hg : TwiceDifferentiable g) (hf0 : ∃ X, f X ≠ 0) (hg0 : ∃ x, g x ≠ 0)
    {m₁ m₂ : ℝ} (h₁ : 0 < m₁) (h₂ : 0 < m₂) (ħ : ℝ) (V : ℝ → ℝ) (E : ℂ) :
    (∀ x₁ x₂, twoBodyHamiltonian ħ m₁ m₂ V (productState m₁ m₂ f g) x₁ x₂ =
        E * productState m₁ m₂ f g x₁ x₂) ↔
      ∃ Ecm Erel : ℂ, Ecm + Erel = E ∧
        (∀ X, oneBodyHamiltonian ħ (m₁ + m₂) (fun _ => 0) f X = Ecm * f X) ∧
        (∀ x, oneBodyHamiltonian ħ (reducedMass m₁ m₂) V g x = Erel * g x) := by
  constructor
  · intro h
    have hM : m₁ + m₂ ≠ 0 := (add_pos h₁ h₂).ne'
    -- the centre of mass and the separation can be chosen independently
    have key : ∀ X x, oneBodyHamiltonian ħ (m₁ + m₂) (fun _ => 0) f X * g x +
        f X * oneBodyHamiltonian ħ (reducedMass m₁ m₂) V g x = E * (f X * g x) := by
      intro X x
      have e := h (X + m₂ / (m₁ + m₂) * x) (X - m₁ / (m₁ + m₂) * x)
      have hX : com m₁ m₂ (X + m₂ / (m₁ + m₂) * x) (X - m₁ / (m₁ + m₂) * x) = X := by
        unfold com
        rw [div_eq_iff hM]
        ring
      have hs : m₁ / (m₁ + m₂) + m₂ / (m₁ + m₂) = 1 := by
        rw [← add_div, div_self hM]
      have hx : X + m₂ / (m₁ + m₂) * x - (X - m₁ / (m₁ + m₂) * x) = x := by
        linear_combination x * hs
      rw [twoBodyHamiltonian_productState hf hg h₁ h₂] at e
      unfold productState at e
      rw [hX, hx] at e
      exact e
    obtain ⟨X₀, hX₀⟩ := hf0
    obtain ⟨x₀, hx₀⟩ := hg0
    -- the separation constant is read off where `g` does not vanish
    obtain ⟨q, hq⟩ : ∃ q : ℂ,
        q * g x₀ = oneBodyHamiltonian ħ (reducedMass m₁ m₂) V g x₀ :=
      ⟨_, div_mul_cancel₀ _ hx₀⟩
    have hA : ∀ X, oneBodyHamiltonian ħ (m₁ + m₂) (fun _ => 0) f X = (E - q) * f X := by
      intro X
      apply mul_right_cancel₀ hx₀
      linear_combination key X x₀ + f X * hq
    refine ⟨E - q, q, by ring, hA, fun x => ?_⟩
    apply mul_left_cancel₀ hX₀
    linear_combination key X₀ x - g x * hA X₀
  · rintro ⟨Ecm, Erel, hE, hA, hB⟩ x₁ x₂
    rw [twoBodyHamiltonian_productState hf hg h₁ h₂, hA, hB, ← hE]
    unfold productState
    ring

end CentreOfMassSeparation
```

```lean
#print axioms CentreOfMassSeparation.twoBodyHamiltonian_productState
#print axioms CentreOfMassSeparation.schrodinger_separation
```

```
'CentreOfMassSeparation.twoBodyHamiltonian_productState' depends on axioms: [propext, Classical.choice, Quot.sound]
'CentreOfMassSeparation.schrodinger_separation' depends on axioms: [propext, Classical.choice, Quot.sound]
```
